# On a fermion vacuum $v$, $K_+K_-K_+^Nv=N(M-N+1)K_+^Nv$

## Modes, pairs and conventions

Let $c_a$ and $d_a$, with $a=0,\dots,M-1$, annihilate the two partner states of level $a$, for instance spin up and spin down. A star denotes the adjoint, so $c_a^*$ creates a particle. Writing $f_i$ for any of the $2M$ modes, the canonical anticommutation relations are

$$f_if_j+f_jf_i=0,\qquad f_if_j^*+f_j^*f_i=\delta_{ij}.$$

`CAR f` states them in any ring with a star operation. Below it is applied to the joined family `Sum.elim c d`, which includes the relations between $c$ and $d$ modes.

```lean
import Mathlib

open Matrix

namespace PairingModel

noncomputable section

/-- The canonical anticommutation relations for a family of fermion modes `f`,
with `star (f i)` as the creation operator of mode `i`. -/
structure CAR {κ A : Type*} [DecidableEq κ] [Ring A] [StarRing A] (f : κ → A) : Prop where
  anti : ∀ i j, f i * f j + f j * f i = 0
  anti_star : ∀ i j, f i * star (f j) + star (f j) * f i = if i = j then 1 else 0
```

The pair creator is $K_+=\sum_a c_a^*d_a^*$, written `pairCreate c d`.

```lean
section Algebra

variable {A : Type*} [Ring A] [StarRing A] {M : ℕ}

/-- The pair creation operator `K₊ = ∑ c_a* d_a*`. -/
def pairCreate (c d : Fin M → A) : A := ∑ a, star (c a) * star (d a)
```

The number operator $\hat n=\sum_a(c_a^*c_a+d_a^*d_a)$ counts particles in these $2M$ modes only.

```lean
/-- The particle number operator `∑ (c_a* c_a + d_a* d_a)`. -/
def number (c d : Fin M → A) : A := ∑ a, (star (c a) * c a + star (d a) * d a)
```

The adjoint reverses products, so $K_-=K_+^*=\sum_a d_ac_a$.

```lean
/-- The adjoint of the pair creation operator is `K₋ = ∑ d_a c_a`. -/
theorem star_pairCreate (c d : Fin M → A) : star (pairCreate c d) = ∑ a, d a * c a := by
  simp [pairCreate, star_sum, star_mul]
```

Taking the adjoint of $f_jf_i+f_if_j=0$ shows that creation operators anticommute too.

```lean
/-- Creation operators of fermion modes anticommute. -/
theorem CAR.anti_adj {κ : Type*} [DecidableEq κ] {f : κ → A} (h : CAR f) (i j : κ) :
    star (f i) * star (f j) + star (f j) * star (f i) = 0 := by
  have := congrArg star (h.anti j i)
  simpa only [star_add, star_mul, star_zero] using this
```

## Two commutators

Move $c_b^*d_b^*$ to the left through $d_ac_a$, one exchange at a time:

$$\begin{aligned}
d_ac_ac_b^*d_b^*&=\delta_{ab}d_ad_b^*-d_ac_b^*c_ad_b^*\\
&=\delta_{ab}d_ad_b^*+c_b^*d_ac_ad_b^*\\
&=\delta_{ab}d_ad_b^*-c_b^*d_ad_b^*c_a\\
&=\delta_{ab}(d_ad_b^*-c_b^*c_a)+c_b^*d_b^*d_ac_a.
\end{aligned}$$

For $a=b$, $d_ad_a^*=1-d_a^*d_a$. Summing over $a$ and $b$ gives

$$[K_-,K_+]=M-\hat n.$$

In the proof, `key` is the identity for one pair of labels. Each term of `linear_combination` is one of these exchanges with its neighbouring factors, and `noncomm_ring` checks the total without commuting anything. The `calc` block performs the double sum.

```lean
/-- For canonical fermion modes, the commutator of `K₋` and `K₊` is `M` minus the
particle number. -/
theorem pair_commutator {c d : Fin M → A} (h : CAR (Sum.elim c d)) :
    star (pairCreate c d) * pairCreate c d - pairCreate c d * star (pairCreate c d)
      = M • (1 : A) - number c d := by
  -- the commutator of two single pairs vanishes unless they are the same pair
  have key : ∀ a b, d a * c a * (star (c b) * star (d b))
      - star (c b) * star (d b) * (d a * c a)
      = if a = b then 1 - (star (c a) * c a + star (d a) * d a) else 0 := by
    intro a b
    have h1 : c a * star (c b) + star (c b) * c a = if a = b then 1 else 0 := by
      simpa using h.anti_star (.inl a) (.inl b)
    have h2 : d a * star (d b) + star (d b) * d a = if a = b then 1 else 0 := by
      simpa using h.anti_star (.inr a) (.inr b)
    have h3 : c a * star (d b) + star (d b) * c a = 0 := by
      simpa using h.anti_star (.inl a) (.inr b)
    have h4 : d a * star (c b) + star (c b) * d a = 0 := by
      simpa using h.anti_star (.inr a) (.inl b)
    rcases eq_or_ne a b with rfl | hab
    · simp only [↓reduceIte] at h1 h2 ⊢
      linear_combination (norm := noncomm_ring) d a * h1 * star (d a)
        - h4 * (c a * star (d a)) + star (c a) * d a * h3 - star (c a) * h2 * c a + h2
    · simp only [hab, ↓reduceIte] at h1 h2 ⊢
      linear_combination (norm := noncomm_ring) d a * h1 * star (d b)
        - h4 * (c a * star (d b)) + star (c b) * d a * h3 - star (c b) * h2 * c a
  calc _ = ∑ a, ∑ b, (d a * c a * (star (c b) * star (d b))
        - star (c b) * star (d b) * (d a * c a)) := by
        rw [star_pairCreate, pairCreate]
        simp only [Finset.sum_sub_distrib, Finset.sum_mul_sum]
        congr 1
        exact Finset.sum_comm
    _ = ∑ a, ∑ b, if a = b then 1 - (star (c a) * c a + star (d a) * d a) else 0 :=
        Finset.sum_congr rfl fun a _ => Finset.sum_congr rfl fun b _ => key a b
    _ = _ := by
        simp only [Finset.sum_ite_eq, Finset.mem_univ, if_true, Finset.sum_sub_distrib]
        simp [number]
```

The same reordering gives

$$\begin{aligned}
[c_a^*c_a,\,c_b^*d_b^*]&=\delta_{ab}c_a^*d_b^*,\\
[d_a^*d_a,\,c_b^*d_b^*]&=-\delta_{ab}d_a^*c_b^*=\delta_{ab}c_b^*d_a^*.
\end{aligned}$$

Each sums to $K_+$, so $[\hat n,K_+]=2K_+$. The proof has the same structure as the previous one.

```lean
/-- For canonical fermion modes, the commutator of the particle number operator with `K₊` is
`K₊ + K₊`. -/
theorem number_commutator {c d : Fin M → A} (h : CAR (Sum.elim c d)) :
    number c d * pairCreate c d - pairCreate c d * number c d
      = pairCreate c d + pairCreate c d := by
  have key : ∀ a b, (star (c a) * c a + star (d a) * d a) * (star (c b) * star (d b))
      - star (c b) * star (d b) * (star (c a) * c a + star (d a) * d a)
      = if a = b then star (c a) * star (d a) + star (c a) * star (d a) else 0 := by
    intro a b
    have r1 : c a * star (c b) + star (c b) * c a = if a = b then 1 else 0 := by
      simpa using h.anti_star (.inl a) (.inl b)
    have s1 : d a * star (d b) + star (d b) * d a = if a = b then 1 else 0 := by
      simpa using h.anti_star (.inr a) (.inr b)
    have r2 : c a * star (d b) + star (d b) * c a = 0 := by
      simpa using h.anti_star (.inl a) (.inr b)
    have s2 : d a * star (c b) + star (c b) * d a = 0 := by
      simpa using h.anti_star (.inr a) (.inl b)
    have r3 : star (c a) * star (c b) + star (c b) * star (c a) = 0 :=
      h.anti_adj (.inl a) (.inl b)
    have r4 : star (c a) * star (d b) + star (d b) * star (c a) = 0 :=
      h.anti_adj (.inl a) (.inr b)
    have s3 : star (d a) * star (c b) + star (c b) * star (d a) = 0 :=
      h.anti_adj (.inr a) (.inl b)
    have s4 : star (d a) * star (d b) + star (d b) * star (d a) = 0 :=
      h.anti_adj (.inr a) (.inr b)
    rcases eq_or_ne a b with rfl | hab
    · simp only [↓reduceIte] at r1 s1 ⊢
      linear_combination (norm := noncomm_ring) star (c a) * r1 * star (d a)
        - star (c a) * star (c a) * r2 + r3 * (star (d a) * c a) - star (c a) * r4 * c a
        + star (d a) * s2 * star (d a) - star (d a) * star (c a) * s1
        + s3 * (star (d a) * d a) - star (c a) * s4 * d a - s3
    · simp only [hab, ↓reduceIte] at r1 s1 ⊢
      linear_combination (norm := noncomm_ring) star (c a) * r1 * star (d b)
        - star (c a) * star (c b) * r2 + r3 * (star (d b) * c a) - star (c b) * r4 * c a
        + star (d a) * s2 * star (d b) - star (d a) * star (c b) * s1
        + s3 * (star (d b) * d a) - star (c b) * s4 * d a
  calc _ = ∑ a, ∑ b, ((star (c a) * c a + star (d a) * d a) * (star (c b) * star (d b))
        - star (c b) * star (d b) * (star (c a) * c a + star (d a) * d a)) := by
        rw [number, pairCreate]
        simp only [Finset.sum_sub_distrib, Finset.sum_mul_sum]
        congr 1
        exact Finset.sum_comm
    _ = ∑ a, ∑ b, if a = b then star (c a) * star (d a) + star (c a) * star (d a) else 0 :=
        Finset.sum_congr rfl fun a _ => Finset.sum_congr rfl fun b _ => key a b
    _ = _ := by
        simp only [Finset.sum_ite_eq, Finset.mem_univ, if_true, Finset.sum_add_distrib]
        rfl

end Algebra
```

## Climbing from the vacuum

Now the modes are bounded operators on a complex Hilbert space $H$, of finite or infinite dimension, and `star` is the Hilbert-space adjoint. The vector $v$ satisfies $c_av=d_av=0$ for all $a$ (`hc` and `hd`); it need not be normalised.

Clearly $\hat nv=0$. If $\hat nK_+^Nv=2NK_+^Nv$, then

$$\hat nK_+^{N+1}v=K_+\hat nK_+^Nv+2K_+^{N+1}v=2(N+1)K_+^{N+1}v.$$

The induction in Lean applies the operator commutator to the vector $K_+^Nv$; `module` collects the coefficients.

```lean
variable {H : Type*} [NormedAddCommGroup H] [InnerProductSpace ℂ H] [CompleteSpace H]
  {M : ℕ} {c d : Fin M → H →L[ℂ] H} {v : H}

/-- If all canonical modes annihilate `v`, then the particle number operator multiplies `K₊^N v` by
`2N`. -/
theorem number_pairs (h : CAR (Sum.elim c d)) (hc : ∀ a, c a v = 0) (hd : ∀ a, d a v = 0)
    (N : ℕ) : number c d ((pairCreate c d ^ N) v)
      = (2 * N : ℂ) • (pairCreate c d ^ N) v := by
  induction N with
  | zero =>
    have h0 : number c d v = 0 := by
      rw [number, _root_.sum_apply]
      refine Finset.sum_eq_zero fun a _ => ?_
      change star (c a) (c a v) + star (d a) (d a v) = 0
      rw [hc, hd, map_zero, map_zero, add_zero]
    simpa using h0
  | succ n ih =>
    have hp : (pairCreate c d ^ (n + 1)) v = pairCreate c d ((pairCreate c d ^ n) v) := by
      rw [pow_succ']; rfl
    have hk : number c d (pairCreate c d ((pairCreate c d ^ n) v))
        - pairCreate c d (number c d ((pairCreate c d ^ n) v))
        = pairCreate c d ((pairCreate c d ^ n) v) + pairCreate c d ((pairCreate c d ^ n) v) :=
      congrArg (fun T : H →L[ℂ] H => T ((pairCreate c d ^ n) v)) (number_commutator h)
    rw [ih, map_smul] at hk
    rw [hp, Nat.cast_add, Nat.cast_one]
    linear_combination (norm := module) hk
```

For the lowering operator, the first commutator gives

$$K_-K_+^{N+1}v=K_+K_-K_+^Nv+(M-2N)K_+^Nv.$$

At $N=0$ the first term vanishes, leaving $Mv$. For $N\ge1$, the induction hypothesis turns the first term into $N(M-N+1)K_+^Nv$, and

$$N(M-N+1)+M-2N=(N+1)(M-N).$$

```lean
/-- If all canonical modes annihilate `v`, then `K₋` takes `K₊^(N+1) v` to
`(N+1)(M-N) K₊^N v`. -/
theorem lower_pairs (h : CAR (Sum.elim c d)) (hc : ∀ a, c a v = 0) (hd : ∀ a, d a v = 0)
    (N : ℕ) : star (pairCreate c d) ((pairCreate c d ^ (N + 1)) v)
      = ((N + 1) * (M - N) : ℂ) • (pairCreate c d ^ N) v := by
  have hp : ∀ n, (pairCreate c d ^ (n + 1)) v
      = pairCreate c d ((pairCreate c d ^ n) v) := fun n => by rw [pow_succ']; rfl
  have hk : ∀ w, star (pairCreate c d) (pairCreate c d w)
      - pairCreate c d (star (pairCreate c d) w) = (M : ℂ) • w - number c d w := fun w => by
    rw [Nat.cast_smul_eq_nsmul]
    exact congrArg (fun T : H →L[ℂ] H => T w) (pair_commutator h)
  induction N with
  | zero =>
    have h0 : star (pairCreate c d) v = 0 := by
      rw [star_pairCreate, _root_.sum_apply]
      refine Finset.sum_eq_zero fun a _ => ?_
      change d a (c a v) = 0
      rw [hc, map_zero]
    have h1 := hk ((pairCreate c d ^ 0) v)
    rw [number_pairs h hc hd 0] at h1
    have h2 : (pairCreate c d ^ 0) v = v := by rw [pow_zero]; rfl
    rw [h2, h0, map_zero] at h1
    rw [hp, h2]
    simp only [Nat.cast_zero] at h1 ⊢
    linear_combination (norm := module) h1
  | succ n ih =>
    have h1 := hk ((pairCreate c d ^ (n + 1)) v)
    rw [number_pairs h hc hd (n + 1), ih, map_smul, ← hp n] at h1
    rw [hp (n + 1)]
    simp only [Nat.cast_add, Nat.cast_one] at h1 ⊢
    linear_combination (norm := module) h1
```

Applying $K_+$ to this result, with $N$ replaced by $N-1$, gives for $N\ge1$

$$K_+K_-K_+^Nv=N(M-N+1)K_+^Nv.$$

For $N=0$ both sides vanish because $K_-v=0$. These are the two cases of the proof. The coefficient is formed in `ℂ`, so the subtraction is not truncated at zero.

For $M$ levels of equal energy, taken as zero, whose only interaction is $-GK_+K_-$, the state $K_+^Nv$ with $v\neq0$ and $N\le M$ therefore has energy $-GN(M-N+1)$. Here $G$ is the strength with which a pair scatters between levels, the same for every two levels. Despite its name, `pairing_spectrum` gives one energy for each $N$, not the whole spectrum: for $M=2$, the one-pair state $(c_0^*d_0^*-c_1^*d_1^*)v$ is annihilated by $K_-$ and has energy 0.

```lean
/-- If all canonical modes annihilate `v`, then `K₊ K₋ K₊^N v = N (M - N + 1) K₊^N v`
for every natural number `N`. -/
theorem pairing_spectrum (h : CAR (Sum.elim c d)) (hc : ∀ a, c a v = 0)
    (hd : ∀ a, d a v = 0) (N : ℕ) :
    pairCreate c d (star (pairCreate c d) ((pairCreate c d ^ N) v))
      = (N * (M - N + 1) : ℂ) • (pairCreate c d ^ N) v := by
  cases N with
  | zero =>
    have h0 : star (pairCreate c d) v = 0 := by
      rw [star_pairCreate, _root_.sum_apply]
      refine Finset.sum_eq_zero fun a _ => ?_
      change d a (c a v) = 0
      rw [hc, map_zero]
    simp [h0]
  | succ n =>
    have hp : (pairCreate c d ^ (n + 1)) v = pairCreate c d ((pairCreate c d ^ n) v) := by
      rw [pow_succ']; rfl
    rw [lower_pairs h hc hd n, map_smul, ← hp]
    push_cast
    module
```

## Norms and the last pair

Moving one $K_+$ across the inner product gives

$$\|K_+^{N+1}v\|^2=\langle K_+^Nv,K_-K_+^{N+1}v\rangle=(N+1)(M-N)\|K_+^Nv\|^2.$$

For $v\neq0$ and the normalised states $|N\rangle=K_+^Nv/\|K_+^Nv\|$, this means $K_+|N\rangle=\sqrt{(N+1)(M-N)}\,|N+1\rangle$ when $N<M$.

```lean
/-- If all canonical modes annihilate `v`, adding a pair to `K₊^N v` multiplies its
squared norm by `(N+1)(M-N)`. -/
theorem norm_sq_pairs (h : CAR (Sum.elim c d)) (hc : ∀ a, c a v = 0)
    (hd : ∀ a, d a v = 0) (N : ℕ) :
    ‖(pairCreate c d ^ (N + 1)) v‖ ^ 2
      = ((N + 1) * (M - N) : ℝ) * ‖(pairCreate c d ^ N) v‖ ^ 2 := by
  have hp : (pairCreate c d ^ (N + 1)) v = pairCreate c d ((pairCreate c d ^ N) v) := by
    rw [pow_succ']; rfl
  -- move one factor of the pair creator across the inner product
  have h1 : inner ℂ ((pairCreate c d ^ (N + 1)) v) ((pairCreate c d ^ (N + 1)) v)
      = inner ℂ ((pairCreate c d ^ N) v)
        (star (pairCreate c d) ((pairCreate c d ^ (N + 1)) v)) := by
    rw [hp]
    exact (ContinuousLinearMap.adjoint_inner_right (pairCreate c d) _ _).symm
  rw [lower_pairs h hc hd N, inner_smul_right, inner_self_eq_norm_sq_to_K,
    inner_self_eq_norm_sq_to_K] at h1
  apply Complex.ofReal_injective
  simp only [Complex.ofReal_mul, Complex.ofReal_pow, Complex.ofReal_add, Complex.ofReal_sub,
    Complex.ofReal_natCast, Complex.ofReal_one]
  exact h1
```

If $v\ne0$, the factor is positive while $N<M$ and zero at $N=M$. Hence $K_+^Nv\neq0$ exactly when $N\le M$; beyond that, the eigenvalue equation reads $0=0$.

```lean
/-- If all canonical modes annihilate a nonzero `v`, the state `K₊^N v` is nonzero
exactly when `N ≤ M`. -/
theorem pairs_ne_zero_iff (h : CAR (Sum.elim c d)) (hc : ∀ a, c a v = 0)
    (hd : ∀ a, d a v = 0) (hv : v ≠ 0) (N : ℕ) :
    (pairCreate c d ^ N) v ≠ 0 ↔ N ≤ M := by
  constructor
  · intro hN
    by_contra hlt
    obtain ⟨k, rfl⟩ := Nat.exists_eq_add_of_le (show M + 1 ≤ N by omega)
    have h0 : (pairCreate c d ^ (M + 1)) v = 0 := by
      have h1 := norm_sq_pairs h hc hd M
      rw [sub_self, mul_zero, zero_mul] at h1
      exact norm_eq_zero.mp (pow_eq_zero_iff two_ne_zero |>.mp h1)
    apply hN
    rw [add_comm, pow_add]
    change (pairCreate c d ^ k) ((pairCreate c d ^ (M + 1)) v) = 0
    rw [h0, map_zero]
  · induction N with
    | zero => intro _; simpa using hv
    | succ n ih =>
      intro hn h0
      have h1 := norm_sq_pairs h hc hd n
      have h2 : 0 < ‖(pairCreate c d ^ n) v‖ := norm_pos_iff.mpr (ih (by omega))
      have h3 : (0 : ℝ) < M - n := sub_pos.mpr (by exact_mod_cast hn)
      have h4 : 0 < ((n + 1) * (M - n) : ℝ) * ‖(pairCreate c d ^ n) v‖ ^ 2 := by positivity
      rw [← h1, h0, norm_zero] at h4
      norm_num at h4
```

In a code that uses the basis of $N$ doubly occupied levels, each basis state being a product of pair creators on the vacuum, $K_+^Nv$ has equal amplitudes. Each row of the matrix of $K_+K_-$ has $N$ on the diagonal and $N(M-N)$ entries equal to 1 for pair hops, so a test can compare every row sum with $N(M-N+1)$.

A single occupied mode is enough to spoil the formula. Take $M=2$, a vacuum $\Omega\neq0$ and $v=c_0^*\Omega$, so that only $c_0v=0$ fails. Level 0 is blocked, and $K_+K_-K_+v=K_+v\neq0$, whereas the formula for $N=1$ would give $2K_+v$.

## One level on $\mathbb C^4$

The assumptions are met for $M=1$ by explicit matrices in the basis $\Omega,\ c^*\Omega,\ d^*\Omega,\ c^*d^*\Omega$. The map `op` turns an integer matrix into an operator on $\mathbb C^4$.

```lean
/-- A four-by-four integer matrix as an operator on the Hilbert space `ℂ⁴`. -/
def op (X : Matrix (Fin 4) (Fin 4) ℤ) :
    EuclideanSpace ℂ (Fin 4) →L[ℂ] EuclideanSpace ℂ (Fin 4) :=
  Matrix.toEuclideanCLM (n := Fin 4) (𝕜 := ℂ) ((Int.castRingHom ℂ).mapMatrix X)
```

The first mode has only entries 0 and 1.

```lean
/-- The Jordan–Wigner matrix of the first of two fermion modes. -/
def cMat : Matrix (Fin 4) (Fin 4) ℤ := !![0, 1, 0, 0; 0, 0, 0, 0; 0, 0, 0, 1; 0, 0, 0, 0]
```

The second carries the Jordan–Wigner sign, since $d\,c^*d^*\Omega=-c^*\Omega$.

```lean
/-- The Jordan–Wigner matrix of the second of two fermion modes. -/
def dMat : Matrix (Fin 4) (Fin 4) ℤ := !![0, 0, 1, 0; 0, 0, 0, -1; 0, 0, 0, 0; 0, 0, 0, 0]

/-- The two Jordan–Wigner matrices as one family of modes. -/
def modes : Fin 1 ⊕ Fin 1 → Matrix (Fin 4) (Fin 4) ℤ :=
  Sum.elim (fun _ => cMat) (fun _ => dMat)
```

The relations are decided for integer matrices and carried over by `op`, which turns transposes into adjoints because the entries are real. The first basis vector is the nonzero vacuum.

```lean
/-- The two Jordan–Wigner modes on `ℂ⁴` satisfy the canonical anticommutation relations
and annihilate the nonzero first basis vector. -/
theorem pairing_witness :
    CAR (Sum.elim (fun _ : Fin 1 => op cMat) (fun _ : Fin 1 => op dMat)) ∧
    op cMat (WithLp.toLp 2 ![1, 0, 0, 0]) = 0 ∧ op dMat (WithLp.toLp 2 ![1, 0, 0, 0]) = 0 ∧
    (WithLp.toLp 2 ![1, 0, 0, 0] : EuclideanSpace ℂ (Fin 4)) ≠ 0 := by
  -- check the relations for integer matrices, then carry them over to operators
  have hi : ∀ i j, modes i * modes j + modes j * modes i = 0 := by decide +kernel
  have hj : ∀ i j, modes i * (modes j)ᵀ + (modes j)ᵀ * modes i = if i = j then 1 else 0 := by
    decide +kernel
  have hadd : ∀ X Y, op (X + Y) = op X + op Y := fun X Y => by simp only [op, map_add]
  have hmul : ∀ X Y, op (X * Y) = op X * op Y := fun X Y => by simp only [op, map_mul]
  have hzero : op 0 = 0 := by simp only [op, map_zero]
  have hone : op 1 = 1 := by simp only [op, map_one]
  have hs : ∀ X, star (op X) = op Xᵀ := by
    intro X
    refine (map_star (Matrix.toEuclideanCLM (n := Fin 4) (𝕜 := ℂ)) _).symm.trans
      (congrArg _ ?_)
    ext i j
    simp [Matrix.star_apply]
  have he : Sum.elim (fun _ : Fin 1 => op cMat) (fun _ : Fin 1 => op dMat)
      = fun i => op (modes i) := by
    funext i
    cases i <;> rfl
  refine ⟨?_, ?_, ?_, ?_⟩
  · rw [he]
    refine ⟨fun i j => ?_, fun i j => ?_⟩
    · have h1 := congrArg op (hi i j)
      rw [hadd, hmul, hmul, hzero] at h1
      exact h1
    · have h1 := congrArg op (hj i j)
      rw [hadd, hmul, hmul, ← hs] at h1
      refine h1.trans ?_
      split_ifs
      exacts [hone, hzero]
  · have h1 : (Int.castRingHom ℂ).mapMatrix cMat *ᵥ ![1, 0, 0, 0] = 0 := by
      ext i
      fin_cases i <;> simp [cMat, Matrix.mulVec, dotProduct, Fin.sum_univ_four]
    rw [op, Matrix.toEuclideanCLM_toLp, h1]
    rfl
  · have h1 : (Int.castRingHom ℂ).mapMatrix dMat *ᵥ ![1, 0, 0, 0] = 0 := by
      ext i
      fin_cases i <;> simp [dMat, Matrix.mulVec, dotProduct, Fin.sum_univ_four]
    rw [op, Matrix.toEuclideanCLM_toLp, h1]
    rfl
  · intro h0
    have h1 := congrArg (fun x : EuclideanSpace ℂ (Fin 4) => x.ofLp 0) h0
    simp at h1

end

end PairingModel
```

```lean
#print axioms PairingModel.number_commutator
-- 'PairingModel.number_commutator' depends on axioms: [propext, Classical.choice, Quot.sound]
#print axioms PairingModel.pairing_spectrum
-- 'PairingModel.pairing_spectrum' depends on axioms: [propext, Classical.choice, Quot.sound]
#print axioms PairingModel.pairs_ne_zero_iff
-- 'PairingModel.pairs_ne_zero_iff' depends on axioms: [propext, Classical.choice, Quot.sound]
```
